# An exponential decay factor with positive rate and positive time is less than one

The lemma `damping_lt_one` states that for real numbers `g > 0` and `h > 0`, the exponential of `-(g * h)` is strictly less than 1. In physics, this says that a quantity decaying exponentially at a positive rate `g` is multiplied by a factor below one over a positive time `h`. No equation of motion, force or noise enters the statement, which is only an inequality between real numbers. The attempt first shows that the product `g * h` is positive, so that its negative is below zero, and then seeks to conclude with a library lemma saying that the exponential of a negative number is less than 1.

An attempt in Lean 4 with a fault in it:

```lean
import Mathlib

open Filter Topology

namespace LangevinConstantForce

noncomputable section

lemma damping_lt_one {g h : ℝ} (hg : 0 < g) (hh : 0 < h) : Real.exp (-(g * h)) < 1 :=
  Real.exp_lt_one (neg_lt_zero.mpr (mul_pos hg hh))

end

end LangevinConstantForce
```

The error:

```
Main.lean:10:2: error(lean.unknownIdentifier): Unknown constant `Real.exp_lt_one`
```

The message says that Lean knows no constant called `Real.exp_lt_one` in this environment. The failure is therefore one of naming: the proof calls a lemma that is not there, and the mathematical argument is not at fault.

The repair uses `Real.exp_lt_one_iff` instead, which states an equivalence: the exponential of a real number is less than 1 exactly when that number is negative. Because this is an equivalence and not an implication, it can't be applied directly to a proof of negativity. The added `.mpr` selects the direction from right to left, which takes a proof that the exponent is negative and returns the bound on the exponential.

The argument passed to it is unchanged. `mul_pos hg hh` proves `0 < g * h`, and `neg_lt_zero.mpr` turns this into `-(g * h) < 0`, which is just what the new lemma needs.

Fix (accepted with no message):

```diff
@@ -8,5 +8,5 @@
 
 lemma damping_lt_one {g h : ℝ} (hg : 0 < g) (hh : 0 < h) : Real.exp (-(g * h)) < 1 :=
-  Real.exp_lt_one (neg_lt_zero.mpr (mul_pos hg hh))
+  Real.exp_lt_one_iff.mpr (neg_lt_zero.mpr (mul_pos hg hh))
 
 end
```
